# For symmetric $\Phi$ and $P = I - J/N$, $P\Phi P$ is the unique Frobenius-closest symmetric matrix with zero row sums

Q: Before any theorem, I want the definitions. What is a force-constant matrix here?

A: A real matrix $\Phi$ indexed by a finite type `n`, whose elements are the atoms. Each atom has one displacement coordinate $u_i$, and the harmonic force on atom $i$ is $-\sum_j \Phi_{ij}u_j$. The number of atoms $N$ is `Fintype.card n`.

In Lean 4 with Mathlib:

```lean
import Mathlib

open Finset

namespace AcousticSumRuleProjection

noncomputable section

variable {n : Type*} [Fintype n] [DecidableEq n]
```

The row sum is $r_i = \sum_j \Phi_{ij}$, and I write $s = \sum_i r_i$ for the total.

```lean
/-- The sum of the force constants in row `i`. -/
def rowSum (Φ : Matrix n n ℝ) (i : n) : ℝ := ∑ j, Φ i j
```

Q: And the acoustic sum rule?

A: It says that $r_i = 0$ for every $i$. If all atoms move by the same $c$, the force on atom $i$ is $-c\,r_i$. The rule therefore expresses translation invariance: with no external potential holding the atoms, a rigid shift produces no force.

```lean
/-- The acoustic sum rule: every row of the force-constant matrix sums to zero. -/
def SumRule (Φ : Matrix n n ℝ) : Prop := ∀ i, rowSum Φ i = 0
```

The centring matrix is $P = I - J/N$, where every entry of $J$ is 1. It subtracts from a displacement pattern its mean, which is the rigid shift.

```lean
/-- The centring matrix `P = I - J/N`, with `J` the all-ones matrix and `N ≥ 1` the number
of atoms. -/
def centring (n : Type*) [Fintype n] [DecidableEq n] : Matrix n n ℝ :=
  1 - (Fintype.card n : ℝ)⁻¹ • Matrix.of (fun _ _ => (1 : ℝ))
```

The candidate for the corrected force constants is $P\Phi P$.

```lean
/-- The projected force constants `P Φ P`, for at least one atom. -/
def projected (Φ : Matrix n n ℝ) : Matrix n n ℝ := centring n * Φ * centring n
```

Q: "Closest" means nothing without a distance.

A: It is the Frobenius distance, written out explicitly: sum the squared differences over all ordered pairs $(i,j)$, then take the root. An off-diagonal coupling therefore counts twice, once as $ij$ and once as $ji$.

```lean
/-- The squared Frobenius distance: the sum of the squared differences of all entries. -/
def sqDist (A B : Matrix n n ℝ) : ℝ := ∑ i, ∑ j, (A i j - B i j) ^ 2

/-- The Frobenius distance between two matrices. -/
def frobDist (A B : Matrix n n ℝ) : ℝ := √(sqDist A B)
```

For comparison there is also a simpler repair, which subtracts $r_i$ from the self-term $\Phi_{ii}$ and leaves every coupling between different atoms alone.

```lean
/-- The diagonal correction: each row sum is subtracted from the self-term of its atom. -/
def diagonalCorrection (Φ : Matrix n n ℝ) : Matrix n n ℝ := Φ - Matrix.diagonal (rowSum Φ)
```

Q: A product of three matrices is opaque to me. What does $P\Phi P$ do to a single force constant?

A: Multiplying by $P$ on the left subtracts column means. The column sums of a symmetric $\Phi$ are its row sums, so
$$(P\Phi)_{ij} = \Phi_{ij} - \frac{r_j}{N}.$$
Multiplying by $P$ on the right subtracts row means. The mean of row $i$ of $P\Phi$ is $r_i/N - s/N^2$, hence
$$(P\Phi P)_{ij} = \Phi_{ij} - \frac{r_i}{N} - \frac{r_j}{N} + \frac{s}{N^2}.$$
In the proof, `hL` and `hR` are the two multiplication rules, and `hcol` is the step that uses symmetry.

```lean
/-- For symmetric `Φ`, an entry of `P Φ P` is the entry of `Φ` less the mean of row `i` and
the mean of row `j`, plus the mean of all entries. -/
theorem projected_apply {Φ : Matrix n n ℝ} (hΦ : Φ.IsSymm) (i j : n) :
    projected Φ i j = Φ i j - rowSum Φ i / Fintype.card n - rowSum Φ j / Fintype.card n
      + (∑ k, rowSum Φ k) / (Fintype.card n : ℝ) ^ 2 := by
  -- multiplication by P on the left removes column means, on the right row means
  have hL : ∀ (A : Matrix n n ℝ) (i j : n),
      (centring n * A) i j = A i j - (∑ k, A k j) / Fintype.card n := by
    intro A i j
    rw [centring, Matrix.sub_mul, Matrix.one_mul, Matrix.smul_mul, Matrix.sub_apply,
      Matrix.smul_apply, Matrix.mul_apply]
    simp only [Matrix.of_apply, one_mul, smul_eq_mul]
    ring
  have hR : ∀ (A : Matrix n n ℝ) (i j : n),
      (A * centring n) i j = A i j - (∑ k, A i k) / Fintype.card n := by
    intro A i j
    rw [centring, Matrix.mul_sub, Matrix.mul_one, Matrix.mul_smul, Matrix.sub_apply,
      Matrix.smul_apply, Matrix.mul_apply]
    simp only [Matrix.of_apply, mul_one, smul_eq_mul]
    ring
  -- by symmetry column sums are row sums
  have hcol : ∀ j, ∑ k, Φ k j = rowSum Φ j := fun j =>
    Finset.sum_congr rfl fun k _ => hΦ.apply j k
  have hrow : ∑ k, Φ i k = rowSum Φ i := rfl
  rw [projected, hR]
  simp only [hL, hcol, Finset.sum_sub_distrib, ← Finset.sum_div, hrow]
  ring
```

Q: Then symmetry can be read off.

A: Yes. Exchanging $i$ and $j$ changes nothing on the right, given $\Phi_{ij} = \Phi_{ji}$.

```lean
/-- If `Φ` is symmetric, so is `P Φ P`. -/
theorem projected_isSymm {Φ : Matrix n n ℝ} (hΦ : Φ.IsSymm) : (projected Φ).IsSymm := by
  refine Matrix.IsSymm.ext fun i j => ?_
  rw [projected_apply hΦ, projected_apply hΦ, hΦ.apply i j]
  ring
```

For the sum rule, sum the formula over $j$:
$$r_i - r_i - \frac{s}{N} + \frac{s}{N} = 0.$$
The hypothesis `[Nonempty n]` says $N \ge 1$, which lets `field_simp` cancel the factors of $N$.

```lean
/-- For symmetric `Φ` and at least one atom, `P Φ P` obeys the acoustic sum rule. -/
theorem projected_sumRule [Nonempty n] {Φ : Matrix n n ℝ} (hΦ : Φ.IsSymm) :
    SumRule (projected Φ) := by
  intro i
  have hN : (Fintype.card n : ℝ) ≠ 0 := Nat.cast_ne_zero.mpr Fintype.card_ne_zero
  have hrow : ∑ k, Φ i k = rowSum Φ i := rfl
  rw [rowSum]
  simp only [projected_apply hΦ, Finset.sum_add_distrib, Finset.sum_sub_distrib,
    ← Finset.sum_div, Finset.sum_const, Finset.card_univ, nsmul_eq_mul, hrow]
  field_simp
  ring
```

Q: Many symmetric matrices obey the sum rule. Why should this one be nearest?

A: Because the correction is orthogonal to all of them. By the entry formula,
$$\Phi_{ij} - (P\Phi P)_{ij} = a_i + a_j, \qquad a_i = \frac{r_i}{N} - \frac{s}{2N^2}.$$
Let $X$ be any symmetric matrix with zero row sums. Its column sums vanish too, so
$$\sum_{ij}(a_i + a_j)X_{ij} = \sum_i a_i\sum_j X_{ij} + \sum_j a_j \sum_i X_{ij} = 0.$$
The lemma proves this for arbitrary $a$; `h1` and `h2` are the two sums.

```lean
omit [DecidableEq n] in
/-- A matrix with entries `a i + a j` is Frobenius-orthogonal to every symmetric matrix that
obeys the acoustic sum rule. -/
theorem correction_orthogonal (a : n → ℝ) {X : Matrix n n ℝ} (hX : X.IsSymm)
    (h0 : SumRule X) : ∑ i, ∑ j, (a i + a j) * X i j = 0 := by
  have hrow : ∀ i, ∑ j, X i j = 0 := h0
  have hcol : ∀ j, ∑ i, X i j = 0 := fun j =>
    (Finset.sum_congr rfl fun i _ => hX.apply j i).trans (hrow j)
  have h1 : ∑ i, ∑ j, a i * X i j = 0 :=
    Finset.sum_eq_zero fun i _ => by rw [← Finset.mul_sum, hrow i, mul_zero]
  have h2 : ∑ i, ∑ j, a j * X i j = 0 := by
    rw [Finset.sum_comm]
    exact Finset.sum_eq_zero fun j _ => by rw [← Finset.mul_sum, hcol j, mul_zero]
  simp only [add_mul, Finset.sum_add_distrib, h1, h2, add_zero]
```

Now take a competitor $\Psi$, symmetric and obeying the sum rule, and set $X = P\Phi P - \Psi$, which has both properties as well. Write $\Phi - \Psi = (\Phi - P\Phi P) + X$ and square each entry. The cross term is $2\sum_{ij}(a_i+a_j)X_{ij} = 0$, which leaves, with $\|\cdot\|$ the Frobenius norm,
$$\|\Phi - \Psi\|^2 = \|\Phi - P\Phi P\|^2 + \|P\Phi P - \Psi\|^2.$$
In the code, `ha` identifies the correction, `hdiff` gives the sum rule for $X$, and `cross` removes the mixed term.

```lean
/-- Pythagorean identity: for at least one atom, symmetric `Φ`, and symmetric `Ψ` obeying the
sum rule, the squared distance from `Φ` to `Ψ` splits at `P Φ P`. -/
theorem sqDist_pythagoras [Nonempty n] {Φ Ψ : Matrix n n ℝ} (hΦ : Φ.IsSymm)
    (hΨ : Ψ.IsSymm) (h0 : SumRule Ψ) :
    sqDist Φ Ψ = sqDist Φ (projected Φ) + sqDist (projected Φ) Ψ := by
  let a : n → ℝ := fun i => rowSum Φ i / Fintype.card n
    - (∑ k, rowSum Φ k) / (2 * (Fintype.card n : ℝ) ^ 2)
  have ha : ∀ i j, Φ i j - projected Φ i j = a i + a j := by
    intro i j
    rw [projected_apply hΦ]
    simp only [a]
    ring
  have hdiff : SumRule (projected Φ - Ψ) := by
    intro i
    have h1 : ∑ j, projected Φ i j = 0 := projected_sumRule hΦ i
    have h2 : ∑ j, Ψ i j = 0 := h0 i
    simp only [rowSum, Matrix.sub_apply, Finset.sum_sub_distrib, h1, h2, sub_zero]
  -- the cross term vanishes
  have cross := correction_orthogonal a ((projected_isSymm hΦ).sub hΨ) hdiff
  calc sqDist Φ Ψ = ∑ i, ∑ j, ((Φ i j - projected Φ i j) ^ 2 + (projected Φ i j - Ψ i j) ^ 2
        + 2 * ((a i + a j) * (projected Φ - Ψ) i j)) := by
        refine Finset.sum_congr rfl fun i _ => Finset.sum_congr rfl fun j _ => ?_
        rw [Matrix.sub_apply, ← ha i j]
        ring
    _ = _ := by
        simp only [sqDist, Finset.sum_add_distrib, ← Finset.mul_sum, cross, mul_zero, add_zero]
```

Q: Now state the main theorem in words, so that I can check it against the physics.

A: Take at least one atom and a symmetric $\Phi$. Then `projected Φ` is symmetric and obeys the sum rule, and every other matrix `Ψ` with these two properties lies strictly farther from `Φ`. The strict inequality is what gives uniqueness: no second matrix can tie.

The proof adds one step to the Pythagorean identity. If $\Psi \ne P\Phi P$, some entry differs, so the last term is positive; this is `hpos`. The square root is strictly increasing, which carries the inequality over to distances.

```lean
/-- For at least one atom and symmetric `Φ`, the matrix `P Φ P` is symmetric, obeys the acoustic
sum rule, and is strictly closer to `Φ` in Frobenius norm than any other such matrix. -/
theorem projected_unique_closest [Nonempty n] {Φ : Matrix n n ℝ} (hΦ : Φ.IsSymm) :
    (projected Φ).IsSymm ∧ SumRule (projected Φ) ∧
      ∀ Ψ : Matrix n n ℝ, Ψ.IsSymm → SumRule Ψ → Ψ ≠ projected Φ →
        frobDist Φ (projected Φ) < frobDist Φ Ψ := by
  refine ⟨projected_isSymm hΦ, projected_sumRule hΦ, fun Ψ hΨ h0 hne => ?_⟩
  have hnn : ∀ A B : Matrix n n ℝ, 0 ≤ sqDist A B := fun A B =>
    Finset.sum_nonneg fun i _ => Finset.sum_nonneg fun j _ => sq_nonneg _
  -- distinct matrices have positive distance
  have hpos : 0 < sqDist (projected Φ) Ψ := by
    refine lt_of_le_of_ne (hnn _ _) fun h => hne ?_
    have hz : ∑ i, ∑ j, (projected Φ i j - Ψ i j) ^ 2 = 0 := h.symm
    ext i j
    have hi := (Finset.sum_eq_zero_iff_of_nonneg (by intros; positivity)).1 hz i
      (Finset.mem_univ i)
    have hij := (Finset.sum_eq_zero_iff_of_nonneg (by intros; positivity)).1 hi j
      (Finset.mem_univ j)
    have hs := pow_eq_zero_iff (two_ne_zero) |>.1 hij
    linarith
  refine Real.sqrt_lt_sqrt (hnn _ _) ?_
  rw [sqDist_pythagoras hΦ hΨ h0]
  linarith
```

Q: You assume symmetry twice, for $\Phi$ and for $\Psi$. Does it matter?

A: Both times. For $\Phi$, take three atoms and
$$\Phi = \begin{pmatrix} 0&1&-1\\-1&0&1\\1&-1&0\end{pmatrix}.$$
All row and column sums vanish, so $P\Phi P = \Phi$, which is not symmetric.

For $\Psi$, take two atoms, the first tied to a fixed wall by a spring of unit stiffness:
$$\Phi = \begin{pmatrix}1&0\\0&0\end{pmatrix}, \qquad P\Phi P = \frac14\begin{pmatrix}1&-1\\-1&1\end{pmatrix}.$$
The squared distance is $3/4$. The non-symmetric matrix with rows $(1/2,-1/2)$ and $(0,0)$ also has zero row sums, and its squared distance is only $1/2$.

Q: That wall bothers me. There the sum rule was broken for a good physical reason.

A: Agreed. The theorem finds the nearest symmetric matrix that obeys the rule; whether the rule should hold is a physical judgement made beforehand.

Q: If my force constants already obey the sum rule, does the projection change them?

A: No. If every $r_i$ is zero, the entry formula returns $\Phi$. Conversely, if $P\Phi P = \Phi$, then $\Phi$ obeys the rule because $P\Phi P$ does.

```lean
/-- For at least one atom, the projection leaves a symmetric `Φ` unchanged exactly when `Φ`
obeys the acoustic sum rule. -/
theorem projected_eq_self_iff [Nonempty n] {Φ : Matrix n n ℝ} (hΦ : Φ.IsSymm) :
    projected Φ = Φ ↔ SumRule Φ := by
  constructor
  · intro h
    have hs := projected_sumRule hΦ
    rwa [h] at hs
  · intro h
    have h' : ∀ i, rowSum Φ i = 0 := h
    ext i j
    rw [projected_apply hΦ]
    simp [h']
```

Q: And if they violate the rule, how large is the change?

A: Write the correction as $b_i + r_j/N$ with $b_i = r_i/N - s/N^2$. Summing its square over $j$ gives
$$N b_i^2 + \frac{2 b_i s}{N} + \frac{1}{N^2}\sum_j r_j^2.$$
Now sum over $i$. Since $\sum_i b_i = 0$, the middle term drops out, and $N\sum_i b_i^2 = \frac1N\sum_i r_i^2 - \frac{s^2}{N^2}$. The result is
$$\|\Phi - P\Phi P\|^2 = \frac{2}{N}\sum_i r_i^2 - \frac{s^2}{N^2}.$$
The step `inner` is the sum over $j$; the final `calc` block sums over $i$ and collects terms.

```lean
/-- For at least one atom and symmetric `Φ`, the squared distance from `Φ` to `P Φ P` is `2/N` times
the sum of the squared row sums, less `(s/N)^2`, with `s` the sum of all row sums and `N` the number
of atoms. -/
theorem sqDist_projected [Nonempty n] {Φ : Matrix n n ℝ} (hΦ : Φ.IsSymm) :
    sqDist Φ (projected Φ) = 2 / Fintype.card n * ∑ i, rowSum Φ i ^ 2
      - ((∑ i, rowSum Φ i) / Fintype.card n) ^ 2 := by
  have hN : (Fintype.card n : ℝ) ≠ 0 := Nat.cast_ne_zero.mpr Fintype.card_ne_zero
  set N : ℝ := (Fintype.card n : ℝ) with hNdef
  set r := rowSum Φ
  set S := ∑ i, r i with hS
  set T := ∑ i, r i ^ 2 with hT
  -- expand the square and sum over j, then over i
  have inner : ∀ i, ∑ j, (Φ i j - projected Φ i j) ^ 2
      = N * (r i / N - S / N ^ 2) ^ 2 + 2 * (r i / N - S / N ^ 2) / N * S + 1 / N ^ 2 * T := by
    intro i
    calc _ = ∑ j, ((r i / N - S / N ^ 2) ^ 2 + 2 * (r i / N - S / N ^ 2) / N * r j
          + 1 / N ^ 2 * r j ^ 2) := by
          refine Finset.sum_congr rfl fun j _ => ?_
          rw [projected_apply hΦ]
          ring
      _ = _ := by
          simp only [Finset.sum_add_distrib, ← Finset.mul_sum, Finset.sum_const,
            Finset.card_univ, nsmul_eq_mul, ← hNdef, ← hS, ← hT]
  calc sqDist Φ (projected Φ) = ∑ i, (N / N ^ 2 * r i ^ 2
        + (2 * S / N ^ 2 - 2 * N * S / N ^ 3) * r i
        + (N * S ^ 2 / N ^ 4 - 2 * S ^ 2 / N ^ 3 + T / N ^ 2)) := by
        refine Finset.sum_congr rfl fun i _ => ?_
        rw [inner i]
        field_simp
        ring
    _ = N / N ^ 2 * T + (2 * S / N ^ 2 - 2 * N * S / N ^ 3) * S
        + N * (N * S ^ 2 / N ^ 4 - 2 * S ^ 2 / N ^ 3 + T / N ^ 2) := by
        rw [Finset.sum_add_distrib, Finset.sum_add_distrib, ← Finset.mul_sum,
          ← Finset.mul_sum, Finset.sum_const, Finset.card_univ, nsmul_eq_mul]
    _ = _ := by
        field_simp
        ring
```

Q: How does the diagonal repair compare?

A: It changes only the entries $\Phi_{ii}$, each by $r_i$. It therefore keeps the symmetry, makes each row sum $r_i - r_i = 0$, and has squared distance $\sum_i r_i^2$. Being an admissible competitor, it can never beat $P\Phi P$. By the two formulas, the squared size of the optimal correction is at most $2/N$ times that of the diagonal one. In the wall example the values are $3/4$ and $1$; for a single atom both repairs give the zero matrix.

```lean
/-- For symmetric `Φ`, the diagonal correction is symmetric and obeys the acoustic sum rule, and
its squared distance from `Φ` is the sum of the squared row sums. -/
theorem diagonalCorrection_spec {Φ : Matrix n n ℝ} (hΦ : Φ.IsSymm) :
    (diagonalCorrection Φ).IsSymm ∧ SumRule (diagonalCorrection Φ) ∧
      sqDist Φ (diagonalCorrection Φ) = ∑ i, rowSum Φ i ^ 2 := by
  refine ⟨hΦ.sub (Matrix.isSymm_diagonal _), fun i => ?_, ?_⟩
  · simp [diagonalCorrection, rowSum, Matrix.diagonal_apply, Finset.sum_sub_distrib]
  · simp [sqDist, diagonalCorrection, Matrix.diagonal_apply, ite_pow]

end

end AcousticSumRuleProjection
```

```lean
#print axioms AcousticSumRuleProjection.projected_unique_closest
#print axioms AcousticSumRuleProjection.projected_eq_self_iff
#print axioms AcousticSumRuleProjection.sqDist_projected
#print axioms AcousticSumRuleProjection.diagonalCorrection_spec
```

```
'AcousticSumRuleProjection.projected_unique_closest' depends on axioms: [propext, Classical.choice, Quot.sound]
'AcousticSumRuleProjection.projected_eq_self_iff' depends on axioms: [propext, Classical.choice, Quot.sound]
'AcousticSumRuleProjection.sqDist_projected' depends on axioms: [propext, Classical.choice, Quot.sound]
'AcousticSumRuleProjection.diagonalCorrection_spec' depends on axioms: [propext, Classical.choice, Quot.sound]
```

Q: So should I always use $P\Phi P$?

A: Not necessarily. It generally alters couplings between distant atoms, including those that were zero, whereas the diagonal repair preserves the range of the interaction. Smallest in Frobenius norm is one criterion among several.

Q: And what of a real crystal calculation?

A: Force constants computed from electronic structure often violate the sum rule slightly through numerical error, and the same error can spoil their symmetry. For a finite harmonic model with one coordinate per atom and a symmetric $\Phi$, the theorem gives the symmetric change of smallest Frobenius norm that restores the rule. Three Cartesian components per atom, rotational sum rules and a prescribed interaction range are not treated.
